# The Second Derivative of the Density-Fitted Energy b·V⁻¹b for a Symmetric, Invertible Metric

**Q:** Take one auxiliary function with fixed self-repulsion V = 1, and let its Coulomb integral with the electron density be b = t as a nucleus moves along t. The fitting coefficient is c = t and the fitted energy, written without its usual factor ½, is t². Its second derivative is 2, although b'' and V'' both vanish. Where does the 2 come from?

**A:** From the coefficient, which follows the nucleus. With one function and a moving metric, c = b/V, and differentiating Vc = b gives

c' = (b' − V'c)/V = r/V, with r = b' − V'c.

The gradient of E = b²/V is 2cb' − c²V', with no c' in it. Differentiating once more brings c' in:

E'' = 2cb'' − c²V'' + 2c'(b' − V'c) = 2cb'' − c²V'' + 2r²/V.

In your example r = 1, and the last term is the whole answer.

**Q:** A molecule has many auxiliary functions. What are the arrays then, and what is differentiated?

**A:** The problem is the curvature of the fitted Coulomb energy along a nuclear displacement. The vector b holds the three-index integrals contracted with the density matrix, and V holds the Coulomb integrals between auxiliary functions. In Lean they are real arrays over an index type `n`, which is finite from the second block of code on. Matrix derivatives are taken entry by entry, so the first lemma gets the symmetry of V' from that of V: equal functions have equal derivatives.

```lean
import Mathlib

open Matrix Filter Topology

namespace DensityFittingHessian

variable {n : Type*}

/-- The entrywise derivative of a symmetric metric is symmetric. -/
theorem deriv_symm {V : ℝ → Matrix n n ℝ} {V' : Matrix n n ℝ} {t : ℝ}
    (hs : ∀ s, (V s).IsSymm) (hV : ∀ i j, HasDerivAt (fun s => V s i j) (V' i j) t) :
    V'.IsSymm := by
  refine Matrix.IsSymm.ext fun i j => ?_
  have e : (fun s => V s j i) = fun s => V s i j := funext fun s => (hs s).apply i j
  have h := hV j i
  rw [e] at h
  exact h.unique (hV i j)
```

The next two lemmas are the product rule for u·v and the identity u·Pv = v·Pu for symmetric P.

```lean
variable [Fintype n]

/-- Product rule for the contraction of two differentiable vectors. -/
theorem hasDerivAt_dot {u v : ℝ → n → ℝ} {u' v' : n → ℝ} {t : ℝ}
    (hu : HasDerivAt u u' t) (hv : HasDerivAt v v' t) :
    HasDerivAt (fun s => u s ⬝ᵥ v s) (u' ⬝ᵥ v t + u t ⬝ᵥ v') t := by
  simp only [dotProduct, ← Finset.sum_add_distrib]
  exact HasDerivAt.fun_sum fun i _ => (hasDerivAt_pi.1 hu i).fun_mul (hasDerivAt_pi.1 hv i)

/-- A symmetric matrix may be moved from one side of a contraction to the other. -/
theorem symm_dot {P : Matrix n n ℝ} (hP : P.IsSymm) (u v : n → ℝ) :
    u ⬝ᵥ P *ᵥ v = v ⬝ᵥ P *ᵥ u := by
  rw [Matrix.dotProduct_mulVec, ← Matrix.mulVec_transpose, hP.eq, dotProduct_comm]
```

**Q:** Is `fitEnergy` the Coulomb energy I would put in a total energy?

**A:** It is twice that. The usual fitted Coulomb energy is ½ b·V⁻¹b, so halve the formulas for the energy and its derivatives, but not those for the coefficients. Also, c denotes fitting coefficients, not orbital coefficients.

```lean
variable [DecidableEq n]

/-- Fitting coefficients `c = V⁻¹ b` for an invertible metric `V` and integrals `b`. -/
noncomputable def fitCoeff (V : Matrix n n ℝ) (b : n → ℝ) : n → ℝ := V⁻¹ *ᵥ b

/-- Fitted energy `b · V⁻¹ b` for an invertible metric `V` and integrals `b`. -/
noncomputable def fitEnergy (V : Matrix n n ℝ) (b : n → ℝ) : ℝ := b ⬝ᵥ fitCoeff V b
```

**Q:** You differentiated Vc = b as if c were known to be differentiable. Is that assumed?

**A:** No, it is derived. For s near t,

c(s) − c(t) = V(s)⁻¹ [b(s) − V(s)c(t)].

The bracket vanishes at s = t and has derivative r there. Divide by s − t and let s → t. If V(s)⁻¹ tends to V(t)⁻¹, then

c' = V⁻¹r.

The continuity of the inverse comes first. The determinant is a polynomial in the entries, and the inverse is the adjugate divided by the determinant.

```lean
/-- If the entries of the metric are continuous at `t`, so is its determinant, and, where the
determinant is nonzero, so are the entries of the inverse metric. -/
theorem metric_continuity {V : ℝ → Matrix n n ℝ} {t : ℝ}
    (h : ∀ i j, ContinuousAt (fun s => V s i j) t) :
    ContinuousAt (fun s => (V s).det) t ∧
      ((V t).det ≠ 0 → ∀ i j, ContinuousAt (fun s => (V s)⁻¹ i j) t) := by
  -- the determinant is a polynomial in the entries
  have hD : ∀ W : ℝ → Matrix n n ℝ, (∀ i j, ContinuousAt (fun s => W s i j) t) →
      ContinuousAt (fun s => (W s).det) t := by
    intro W hW
    simp only [Matrix.det_apply']
    unfold ContinuousAt
    exact tendsto_finsetSum _ fun σ _ =>
      tendsto_const_nhds.mul (tendsto_finsetProd _ fun i _ => hW (σ i) i)
  refine ⟨hD V h, fun hdet i j => ?_⟩
  -- the inverse is the adjugate divided by the determinant
  have hadj : ContinuousAt (fun s => (V s).adjugate i j) t := by
    simp only [Matrix.adjugate_apply]
    refine hD (fun s => (V s).updateRow j (Pi.single i 1)) fun k l => ?_
    by_cases hk : k = j
    · simp only [Matrix.updateRow_apply, if_pos hk]
      exact continuousAt_const
    · simp only [Matrix.updateRow_apply, if_neg hk]
      exact h k l
  have e : (fun s => (V s)⁻¹ i j) = fun s => ((V s).det)⁻¹ * (V s).adjugate i j := by
    funext s
    rw [Matrix.inv_def, Ring.inverse_eq_inv', Matrix.smul_apply, smul_eq_mul]
  rw [e]
  exact ((hD V h).inv₀ hdet).mul hadj
```

In `fitCoeff_response`, `key` is the difference identity above, `hz` says that the bracket vanishes at t, and `hw` gives its derivative. The `filter_upwards` step keeps only those s at which V(s) is still invertible.

```lean
/-- Coefficient response: where the metric is invertible and metric and integrals are
differentiable, the fitting coefficients have derivative `V⁻¹ (b' - V' c)`. -/
theorem fitCoeff_response {V : ℝ → Matrix n n ℝ} {V' : Matrix n n ℝ} {b : ℝ → n → ℝ}
    {b' : n → ℝ} {t : ℝ} (hV : ∀ i j, HasDerivAt (fun s => V s i j) (V' i j) t)
    (hb : HasDerivAt b b' t) (hdet : (V t).det ≠ 0) :
    HasDerivAt (fun s => fitCoeff (V s) (b s))
      ((V t)⁻¹ *ᵥ (b' - V' *ᵥ fitCoeff (V t) (b t))) t := by
  obtain ⟨hD, hI⟩ := metric_continuity fun i j => (hV i j).continuousAt
  have hVc : V t *ᵥ fitCoeff (V t) (b t) = b t := by
    rw [fitCoeff, Matrix.mulVec_mulVec,
      Matrix.mul_nonsing_inv _ (isUnit_iff_ne_zero.2 hdet), Matrix.one_mulVec]
  obtain ⟨c, hc⟩ : ∃ c, c = fitCoeff (V t) (b t) := ⟨_, rfl⟩
  rw [← hc] at hVc ⊢
  -- the residual of the frozen coefficients vanishes at `t`
  have hz : ∀ j, b t j - ∑ k, V t j k * c k = 0 := fun j =>
    sub_eq_zero.2 (congrFun hVc j).symm
  have hw : ∀ j, HasDerivAt (fun s => b s j - ∑ k, V s j k * c k)
      (b' j - ∑ k, V' j k * c k) t := fun j =>
    (hasDerivAt_pi.1 hb j).fun_sub (HasDerivAt.fun_sum fun k _ => (hV j k).mul_const (c k))
  rw [hasDerivAt_pi]
  intro i
  rw [hasDerivAt_iff_tendsto_slope]
  have hlim := tendsto_finsetSum Finset.univ fun j _ =>
    ((hI hdet i j).tendsto.mono_left nhdsWithin_le_nhds).mul
      (hasDerivAt_iff_tendsto_slope.1 (hw j))
  refine hlim.congr' ?_
  filter_upwards [(hD.eventually_ne hdet).filter_mono nhdsWithin_le_nhds] with s hs
  -- exact finite-difference form of the response equation
  have key : fitCoeff (V s) (b s) - c = (V s)⁻¹ *ᵥ (b s - V s *ᵥ c) := by
    rw [Matrix.mulVec_sub, Matrix.mulVec_mulVec,
      Matrix.nonsing_inv_mul _ (isUnit_iff_ne_zero.2 hs), Matrix.one_mulVec, fitCoeff]
  have k : fitCoeff (V s) (b s) i - c i
      = ∑ j, (V s)⁻¹ i j * (b s j - ∑ k, V s j k * c k) := congrFun key i
  simp only [slope_def_field, hz, sub_zero]
  rw [← hc, k, Finset.sum_div]
  exact Finset.sum_congr rfl fun j _ => (mul_div_assoc _ _ _).symm
```

**Q:** And the gradient for many functions?

**A:** Start from E = b·c:

E' = b'·c + b·V⁻¹r.

Since V⁻¹ is symmetric, b·V⁻¹r = c·r = c·b' − c·V'c, and therefore

E' = 2c·b' − c·V'c.

The Lean proof takes the same route, with `e` moving V⁻¹ across the product.

```lean
/-- First-derivative step: for differentiable integrals and a differentiable metric, symmetric
and invertible at `t`, the fitted energy has derivative `2 c · b' - c · V' c`. -/
theorem fitEnergy_first {V : ℝ → Matrix n n ℝ} {V' : Matrix n n ℝ} {b : ℝ → n → ℝ}
    {b' : n → ℝ} {t : ℝ} (hs : (V t).IsSymm)
    (hV : ∀ i j, HasDerivAt (fun s => V s i j) (V' i j) t)
    (hb : HasDerivAt b b' t) (hdet : (V t).det ≠ 0) :
    HasDerivAt (fun s => fitEnergy (V s) (b s))
      (2 * (fitCoeff (V t) (b t) ⬝ᵥ b')
        - fitCoeff (V t) (b t) ⬝ᵥ V' *ᵥ fitCoeff (V t) (b t)) t := by
  refine (hasDerivAt_dot hb (fitCoeff_response hV hb hdet)).congr_deriv ?_
  have hinv : ((V t)⁻¹).IsSymm := by
    rw [Matrix.IsSymm, Matrix.transpose_nonsing_inv, hs.eq]
  have e : ∀ r, b t ⬝ᵥ (V t)⁻¹ *ᵥ r = r ⬝ᵥ fitCoeff (V t) (b t) := fun r =>
    symm_dot hinv _ _
  rw [e, sub_dotProduct, dotProduct_comm b', dotProduct_comm (V' *ᵥ _)]
  ring
```

Now differentiate again:

E'' = 2c'·b' + 2c·b'' − c'·V'c − c·V''c − c·V'c'.

Symmetry of V' makes the two terms with V' and c' equal, so

E'' = 2c·b'' − c·V''c + 2c'·(b' − V'c)
= 2c·b'' − c·V''c + 2r·V⁻¹r.

The lemma `gradient_response` does this for a general vector p and symmetric matrix P in place of b' and V'. This P is not the density matrix. The proof abbreviates c' as `d`, applies the product rule and merges the two equal terms.

```lean
/-- Let `b`, `V`, `p`, `P` be differentiable arrays, with `P` symmetric and the metric `V`
invertible at `t`. Then `2 c · p - c · P c` has derivative
`2 c · p' - c · P' c + 2 (p - P c) · V⁻¹ (b' - V' c)`. -/
theorem gradient_response {V P : ℝ → Matrix n n ℝ} {V' P' : Matrix n n ℝ}
    {b p : ℝ → n → ℝ} {b' p' : n → ℝ} {t : ℝ}
    (hV : ∀ i j, HasDerivAt (fun s => V s i j) (V' i j) t) (hb : HasDerivAt b b' t)
    (hdet : (V t).det ≠ 0) (hPs : (P t).IsSymm)
    (hP : ∀ i j, HasDerivAt (fun s => P s i j) (P' i j) t) (hp : HasDerivAt p p' t) :
    HasDerivAt (fun s => 2 * (fitCoeff (V s) (b s) ⬝ᵥ p s)
        - fitCoeff (V s) (b s) ⬝ᵥ P s *ᵥ fitCoeff (V s) (b s))
      (2 * (fitCoeff (V t) (b t) ⬝ᵥ p')
        - fitCoeff (V t) (b t) ⬝ᵥ P' *ᵥ fitCoeff (V t) (b t)
        + 2 * ((p t - P t *ᵥ fitCoeff (V t) (b t)) ⬝ᵥ
            (V t)⁻¹ *ᵥ (b' - V' *ᵥ fitCoeff (V t) (b t)))) t := by
  have hc := fitCoeff_response hV hb hdet
  generalize (V t)⁻¹ *ᵥ (b' - V' *ᵥ fitCoeff (V t) (b t)) = d at hc ⊢
  have hPc : HasDerivAt (fun s => P s *ᵥ fitCoeff (V s) (b s))
      (P' *ᵥ fitCoeff (V t) (b t) + P t *ᵥ d) t :=
    hasDerivAt_pi.2 fun i =>
      hasDerivAt_dot (u := fun s => P s i) (hasDerivAt_pi.2 fun j => hP i j) hc
  refine (((hasDerivAt_dot hc hp).const_mul 2).fun_sub (hasDerivAt_dot hc hPc)).congr_deriv ?_
  -- symmetry of `P` merges the two coefficient-response terms
  rw [dotProduct_add, symm_dot hPs _ d, sub_dotProduct, dotProduct_comm (p t),
    dotProduct_comm (P t *ᵥ _)]
  ring
```

**Q:** What exactly does the Hessian theorem assume?

**A:** V is symmetric, and b and V have first derivatives, at every value of the coordinate. The second derivatives b'' and V'' need to exist only at t, and need not be continuous. V must be invertible at t; positive definiteness is not required. The conclusion is that `deriv` of the energy, as a function of the coordinate, has the stated derivative at t.

The proof uses the fact that V stays invertible near t. There the gradient formula equals `deriv` of the energy, so `gradient_response` supplies the second derivative.

```lean
/-- Fitted-energy Hessian: for twice differentiable integrals and a twice differentiable
symmetric metric invertible at `t`, the second derivative is
`2 c · b'' - c · V'' c + 2 r · V⁻¹ r`, with `r = b' - V' c`. -/
theorem fitEnergy_hessian {V V' : ℝ → Matrix n n ℝ} {V'' : Matrix n n ℝ}
    {b b' : ℝ → n → ℝ} {b'' : n → ℝ} {t : ℝ} (hs : ∀ s, (V s).IsSymm)
    (hV : ∀ s i j, HasDerivAt (fun s => V s i j) (V' s i j) s)
    (hV' : ∀ i j, HasDerivAt (fun s => V' s i j) (V'' i j) t)
    (hb : ∀ s, HasDerivAt b (b' s) s) (hb' : HasDerivAt b' b'' t) (hdet : (V t).det ≠ 0) :
    let c := fitCoeff (V t) (b t)
    let r := b' t - V' t *ᵥ c
    HasDerivAt (deriv fun s => fitEnergy (V s) (b s))
      (2 * (c ⬝ᵥ b'') - c ⬝ᵥ V'' *ᵥ c + 2 * (r ⬝ᵥ (V t)⁻¹ *ᵥ r)) t := by
  intro c r
  refine (gradient_response (hV t) (hb t) hdet (deriv_symm hs (hV t)) hV'
    hb').congr_of_eventuallyEq ?_
  -- the metric stays invertible near `t`, so the gradient formula holds there
  have hD := (metric_continuity fun i j => (hV t i j).continuousAt).1
  filter_upwards [hD.eventually_ne hdet] with s hds
  exact (fitEnergy_first (hs s) (hV s) (hb s) hds).deriv
```

**Q:** Does symmetry matter, or is it only convenient?

**A:** Invertibility without symmetry is not enough, even for a constant metric. Take

V⁻¹ = [[1, 1], [0, 1]], b = (1, t²).

Then E = 1 + t² + t⁴, so E''(0) = 2. But at t = 0, c = (1, 0), b'' = (0, 2) and r = 0, and the formula gives 0.

**Q:** Force constants also couple different nuclear coordinates.

**A:** For coordinates x and y, let the subscripts 1 and 2 mark derivatives along x and y. Differentiating the x-gradient along y inserts the coefficient response to y, V⁻¹r₂, and gives

2c·b₁₂ − c·V₁₂c + 2r₁·V⁻¹r₂, with rₖ = bₖ − Vₖc.

The proof is the previous one with p = b₁ and P = V₁. The theorem fixes this order of differentiation.

```lean
/-- Mixed Hessian element for two coordinates `x`, `y`: for a symmetric metric invertible at
`(x₀, y₀)`, and metric and integrals with the derivatives shown, differentiating the
`x`-gradient along `y` gives `2 c · b₁₂ - c · V₁₂ c + 2 r₁ · V⁻¹ r₂`, with `rₖ = bₖ - Vₖ c`. -/
theorem fitEnergy_mixed_hessian {V : ℝ → ℝ → Matrix n n ℝ} {V₁ : ℝ → Matrix n n ℝ}
    {V₂ V₁₂ : Matrix n n ℝ} {b : ℝ → ℝ → n → ℝ} {b₁ : ℝ → n → ℝ} {b₂ b₁₂ : n → ℝ}
    {x₀ y₀ : ℝ} (hs : ∀ x y, (V x y).IsSymm)
    (hV₁ : ∀ y i j, HasDerivAt (fun x => V x y i j) (V₁ y i j) x₀)
    (hV₂ : ∀ i j, HasDerivAt (fun y => V x₀ y i j) (V₂ i j) y₀)
    (hV₁₂ : ∀ i j, HasDerivAt (fun y => V₁ y i j) (V₁₂ i j) y₀)
    (hb₁ : ∀ y, HasDerivAt (fun x => b x y) (b₁ y) x₀)
    (hb₂ : HasDerivAt (fun y => b x₀ y) b₂ y₀) (hb₁₂ : HasDerivAt b₁ b₁₂ y₀)
    (hdet : (V x₀ y₀).det ≠ 0) :
    let c := fitCoeff (V x₀ y₀) (b x₀ y₀)
    HasDerivAt (fun y => deriv (fun x => fitEnergy (V x y) (b x y)) x₀)
      (2 * (c ⬝ᵥ b₁₂) - c ⬝ᵥ V₁₂ *ᵥ c
        + 2 * ((b₁ y₀ - V₁ y₀ *ᵥ c) ⬝ᵥ (V x₀ y₀)⁻¹ *ᵥ (b₂ - V₂ *ᵥ c))) y₀ := by
  intro c
  refine (gradient_response (V := fun y => V x₀ y) (b := fun y => b x₀ y) hV₂ hb₂ hdet
    (deriv_symm (fun x => hs x y₀) (hV₁ y₀)) hV₁₂ hb₁₂).congr_of_eventuallyEq ?_
  have hD := (metric_continuity (V := fun y => V x₀ y) fun i j => (hV₂ i j).continuousAt).1
  filter_upwards [hD.eventually_ne hdet] with y hdy
  exact (fitEnergy_first (V := fun x => V x y) (b := fun x => b x y) (hs x₀ y) (hV₁ y)
    (hb₁ y) hdy).deriv
```

**Q:** Can I recover the example I began with?

**A:** Yes. For a constant metric and b = b₀ + tv, both b'' and V'' vanish and r = v, so the second derivative is 2v·V⁻¹v. Your case is V = 1, b₀ = 0, v = 1. The proof inserts these constant derivatives into the Hessian theorem.

```lean
/-- For a fixed symmetric invertible metric and integrals `b₀ + t v` linear in the coordinate,
the second derivative of the fitted energy is `2 v · V⁻¹ v`. -/
theorem hessian_fixed_metric {V : Matrix n n ℝ} (hs : V.IsSymm) (hdet : V.det ≠ 0)
    (b₀ v : n → ℝ) (t : ℝ) :
    HasDerivAt (deriv fun s : ℝ => fitEnergy V (b₀ + s • v)) (2 * (v ⬝ᵥ V⁻¹ *ᵥ v)) t := by
  have hb : ∀ s : ℝ, HasDerivAt (fun s : ℝ => b₀ + s • v) v s := fun s =>
    hasDerivAt_pi.2 fun i => by
      simpa using ((hasDerivAt_id' s).mul_const (v i)).const_add (b₀ i)
  have h := fitEnergy_hessian (V := fun _ => V) (V' := fun _ => 0) (V'' := 0)
    (b' := fun _ => v) (b'' := 0) (t := t) (fun _ => hs)
    (fun s i j => hasDerivAt_const s (V i j)) (fun _ _ => hasDerivAt_const t (0 : ℝ))
    hb (hasDerivAt_const t v) hdet
  simpa using h

end DensityFittingHessian
```

```lean
#print axioms DensityFittingHessian.fitEnergy_mixed_hessian
-- 'DensityFittingHessian.fitEnergy_mixed_hessian' depends on axioms: [propext, Classical.choice, Quot.sound]
#print axioms DensityFittingHessian.hessian_fixed_metric
-- 'DensityFittingHessian.hessian_fixed_metric' depends on axioms: [propext, Classical.choice, Quot.sound]
```

**Q:** What remains between this and a vibrational frequency calculation?

**A:** One has to show that the Coulomb integrals over moving Gaussians supply arrays with the assumed derivatives. The formula then gives the fitted Coulomb contribution to the force constants, in a finite auxiliary basis and after the factor ½. If the density matrix relaxes as the nuclei move, b' and b'' must be total derivatives that include its change. The frequencies also require the second derivatives of the other energy terms, and the nuclear masses.
